# No fixed nonnegative level shift makes a saddle attracting in the linearized Roothaan iteration with positive gaps

Let $\Omega=\mathrm{diag}(\omega_i)$ contain positive orbital gaps, let $K$ be a real symmetric coupling matrix, and suppose that $H=\Omega+K$ has a negative eigenvalue. Then for every level shift $b\ge 0$ the error matrix

$$M_b = 1-(\Omega+b)^{-1}H$$

has a real eigenvalue above 1, and some arbitrarily small errors grow without bound under repeated application of $M_b$.

Here $i$ labels an occupied–virtual orbital rotation, and an error $x$ lists the rotation amplitudes away from a stationary point of the energy. Up to normalisation, $H$ is the orbital Hessian. Positive gaps mean that every virtual level lies above the occupied level it is paired with. The coupling $K$ describes how the Fock matrix responds to the rotations, and the level shift $b$ raises the virtual levels relative to the occupied ones, which widens each gap to $\omega_i+b$. In this finite, real, linearized model of self-consistent-field iteration, no fixed nonnegative level shift makes a stationary point with such an orbital instability attracting.

## From negative curvature to a growing error

Componentwise, $(M_bv)_i=v_i-(Hv)_i/(\omega_i+b)$. Since $\omega_i+b>0$, the equation $M_bv=\mu v$ is equivalent to

$$(Hv)_i=(1-\mu)(\omega_i+b)v_i\quad\text{for all } i.$$

So we need a solution with $1-\mu<0$. Let $Hx=\ell x$ with $\ell<0$ and $x\ne0$. Then $x\cdot Hx=\ell\,x\cdot x<0$.

Put $s_i=\sqrt{\omega_i+b}$, $D=\mathrm{diag}(s_i)$ and $S=D^{-1}HD^{-1}$, which is symmetric. For $y=Dx$ we get $y\cdot Sy=x\cdot Hx<0$. Expanding $y=\sum_a c_au_a$ in orthonormal eigenvectors of $S$ gives $y\cdot Sy=\sum_a\lambda_ac_a^2$, so some eigenvalue $\lambda$ of $S$ is negative. Let $Su=\lambda u$ with $u\neq0$, and set $v=D^{-1}u$. Then

$$Hv=DSDv=DSu=\lambda Du=\lambda D^2v=\lambda(\Omega+b)v,$$

so $M_bv=\mu v$ with $\mu=1-\lambda>1$.

Conversely, if $M_bv=\mu v$ with $\mu>1$ and $v\ne0$, then

$$v\cdot Hv=(1-\mu)\sum_i(\omega_i+b)v_i^2<0.$$

For $\varepsilon>0$, the error $w=\varepsilon v/(2\|v\|)$ has norm $\varepsilon/2$, and $\|M_b^kw\|=\mu^k\varepsilon/2\to\infty$.

## The energy when the shift changes

Let $E(x)=x\cdot Hx$ be the quadratic energy. One step is $x'=x-s$, where now $s=(\Omega+b)^{-1}Hx$ denotes the vector subtracted. By symmetry of $H$ and $Hx=(\Omega+b)s$,

$$\begin{aligned}E(x')&=E(x)-2\,s\cdot Hx+s\cdot Hs\\&=E(x)-s\cdot\big(2(\Omega+b)-H\big)s\\&=E(x)-s\cdot(\Omega+2b-K)s.\end{aligned}$$

If $\Omega+2b-K$ is positive semidefinite, the energy does not rise. When this holds for the shift $b_k$ at every step $k$, a start with $E(x_0)<0$ gives $E(x_k)\le E(x_0)<0$ throughout. Since $E$ is continuous and $E(0)=0$, the errors cannot converge to zero.

## The Hessian and the error matrix in Lean

The finite type `n` labels the rotations, and a vector is a function `n → ℝ`.

```lean
import Mathlib

open Matrix Filter Topology

namespace LevelShiftSaddle

noncomputable section

variable {n : Type*} [Fintype n] [DecidableEq n]
```

The gaps enter as a function `ω`, which `diagonal` turns into $\Omega$.

```lean
/-- The orbital Hessian `Ω + K`: a diagonal matrix of orbital gaps plus a coupling matrix. -/
def hessian (ω : n → ℝ) (K : Matrix n n ℝ) : Matrix n n ℝ := diagonal ω + K
```

The error matrix is taken as the definition of the linearized step; it is not derived from a Fock operator. The nonlinear iteration, with its rediagonalisation and choice of occupied orbitals, lies beyond this model.

```lean
/-- The error matrix `1 - (Ω + b)⁻¹ (Ω + K)` of the linearized Roothaan iteration with level
shift `b`, meant for shifted gaps `ω i + b` that are all nonzero. -/
def errorMatrix (ω : n → ℝ) (K : Matrix n n ℝ) (b : ℝ) : Matrix n n ℝ :=
  1 - (diagonal fun i => ω i + b)⁻¹ * hessian ω K
```

In the statements below, `*ᵥ` is matrix–vector multiplication and `⬝ᵥ` is the real dot product. The first lemma identifies the inverse of the shifted gap matrix with the diagonal matrix of reciprocals, which gives the componentwise step.

```lean
variable {ω : n → ℝ} {K : Matrix n n ℝ} {b : ℝ}

/-- For positive gaps and `b ≥ 0`, one iteration subtracts from each component of the error the
corresponding component of `(Ω + K) x` divided by the shifted gap. -/
theorem errorMatrix_mulVec (hω : ∀ i, 0 < ω i) (hb : 0 ≤ b) (x : n → ℝ) (i : n) :
    (errorMatrix ω K b *ᵥ x) i = x i - (hessian ω K *ᵥ x) i / (ω i + b) := by
  have hinv : (diagonal fun i => ω i + b)⁻¹ = diagonal fun i => (ω i + b)⁻¹ := by
    apply Matrix.inv_eq_right_inv
    rw [diagonal_mul_diagonal, ← diagonal_one]
    exact congrArg diagonal (funext fun j =>
      mul_inv_cancel₀ (by linarith [hω j] : 0 < ω j + b).ne')
  rw [errorMatrix, hinv, sub_mulVec, one_mulVec, ← mulVec_mulVec, Pi.sub_apply,
    mulVec_diagonal]
  ring
```

The next lemma is the equivalence with the generalized eigenvalue equation. Each direction multiplies or divides by the nonzero number `ω i + b`.

```lean
/-- For positive gaps and `b ≥ 0`, the eigenvalue equation of the error matrix is the
generalized eigenvalue equation `(Ω + K) v = (1 - μ) (Ω + b) v`. -/
theorem eigen_iff (hω : ∀ i, 0 < ω i) (hb : 0 ≤ b) (μ : ℝ) (v : n → ℝ) :
    errorMatrix ω K b *ᵥ v = μ • v ↔
      ∀ i, (hessian ω K *ᵥ v) i = (1 - μ) * (ω i + b) * v i := by
  have hp : ∀ i, ω i + b ≠ 0 := fun i => (by linarith [hω i] : 0 < ω i + b).ne'
  constructor
  · intro h i
    have h1 := congrFun h i
    rw [errorMatrix_mulVec hω hb, Pi.smul_apply, smul_eq_mul] at h1
    have e := (div_mul_cancel₀ ((hessian ω K *ᵥ v) i) (hp i)).symm
    linear_combination e - (ω i + b) * h1
  · intro h
    funext i
    rw [errorMatrix_mulVec hω hb, h i, Pi.smul_apply, smul_eq_mul, mul_right_comm,
      mul_div_cancel_right₀ _ (hp i)]
    ring
```

## The eigenvalue above 1

The following theorem needs only one vector of negative curvature, `hx`. The hypothesis `K.IsSymm` expresses the symmetry of second derivatives in real rotation parameters. The conclusion supplies a real `μ` above 1 and a nonzero eigenvector `v`.

In the proof, `hSv` describes the action of $S$, and `hSh` is its symmetry. The block for `hneg` argues by contradiction: nonnegative eigenvalues would make $S$ positive semidefinite, against its value at $y=Dx$. The code's `l` is $\lambda$ here, and the last lines undo the scaling and apply `eigen_iff`.

```lean
/-- For positive gaps, symmetric `K` and `b ≥ 0`, a direction of negative curvature of
`Ω + K` forces a real eigenvalue above 1 of the error matrix. -/
theorem growing_mode_of_negative_curvature (hω : ∀ i, 0 < ω i) (hK : K.IsSymm) (hb : 0 ≤ b)
    {x : n → ℝ} (hx : x ⬝ᵥ hessian ω K *ᵥ x < 0) :
    ∃ (μ : ℝ) (v : n → ℝ), 1 < μ ∧ v ≠ 0 ∧ errorMatrix ω K b *ᵥ v = μ • v := by
  have hH : (hessian ω K).IsSymm := (isSymm_diagonal ω).add hK
  -- square roots of the shifted gaps, and the symmetrically scaled Hessian `S`
  obtain ⟨s, hs, hss⟩ : ∃ s : n → ℝ, (∀ i, 0 < s i) ∧ ∀ i, s i * s i = ω i + b :=
    ⟨fun i => √(ω i + b), fun i => Real.sqrt_pos.mpr (by linarith [hω i]),
      fun i => Real.mul_self_sqrt (by linarith [hω i])⟩
  obtain ⟨S, hS⟩ : ∃ S : Matrix n n ℝ, ∀ i j, S i j = hessian ω K i j / (s i * s j) :=
    ⟨Matrix.of fun i j => hessian ω K i j / (s i * s j), fun _ _ => rfl⟩
  have hSv : ∀ (u : n → ℝ) (i : n),
      (S *ᵥ u) i = (hessian ω K *ᵥ fun j => u j / s j) i / s i := by
    intro u i
    simp only [mulVec, dotProduct, hS, Finset.sum_div]
    refine Finset.sum_congr rfl fun j _ => ?_
    ring
  have hSh : S.IsHermitian := by
    ext i j
    rw [conjTranspose_apply, star_trivial, hS, hS, hH.apply i j, mul_comm (s j)]
  -- `S` inherits the negative curvature, so it has a negative eigenvalue
  obtain ⟨l, u, hl, hu, hSu⟩ : ∃ (l : ℝ) (u : n → ℝ), l < 0 ∧ u ≠ 0 ∧ S *ᵥ u = l • u := by
    have hneg : ∃ i, hSh.eigenvalues i < 0 := by
      by_contra! hc
      have h0 := (hSh.posSemidef_iff_eigenvalues_nonneg.mpr
        fun i => hc i).dotProduct_mulVec_nonneg (fun i => s i * x i)
      have hc' : (fun j => s j * x j / s j) = x :=
        funext fun j => mul_div_cancel_left₀ _ (hs j).ne'
      have e : (fun i => s i * x i) ⬝ᵥ S *ᵥ (fun i => s i * x i)
          = x ⬝ᵥ hessian ω K *ᵥ x := by
        simp only [dotProduct, hSv, hc']
        refine Finset.sum_congr rfl fun i _ => ?_
        have := (hs i).ne'
        field_simp
      rw [star_trivial, e] at h0
      linarith
    obtain ⟨i, hi⟩ := hneg
    exact ⟨_, (hSh.eigenvectorBasis i).ofLp, hi,
      fun h => hSh.eigenvectorBasis.orthonormal.ne_zero i (by ext j; exact congrFun h j),
      hSh.mulVec_eigenvectorBasis i⟩
  -- undo the scaling
  refine ⟨1 - l, fun j => u j / s j, by linarith, fun h => hu (funext fun j => ?_),
    (eigen_iff hω hb _ _).2 fun j => ?_⟩
  · have h2 : u j / s j = 0 := congrFun h j
    exact (div_eq_zero_iff.mp h2).resolve_right (hs j).ne'
  · have h3 := congrFun hSu j
    rw [hSv, Pi.smul_apply, smul_eq_mul, div_eq_iff (hs j).ne'] at h3
    have h4 := (div_mul_cancel₀ (u j) (hs j).ne').symm
    linear_combination h3 + l * s j * h4 + l * (u j / s j) * hss j
```

The main theorem starts from an eigenvector of $H$ with negative eigenvalue, here called `l` for $\ell$. It proves $x\cdot x>0$, deduces negative curvature and applies the previous result. The quantifier over `b` stands in the conclusion, so the growing mode and its factor may depend on the shift.

```lean
/-- Let the gaps be positive, `K` symmetric, and let `Ω + K` have a negative eigenvalue. Then
for every level shift `b ≥ 0` the error matrix has a real eigenvalue above 1. -/
theorem no_shift_stabilizes_saddle (hω : ∀ i, 0 < ω i) (hK : K.IsSymm)
    {l : ℝ} {x : n → ℝ} (hl : l < 0) (hx : x ≠ 0) (hlx : hessian ω K *ᵥ x = l • x) :
    ∀ b : ℝ, 0 ≤ b →
      ∃ (μ : ℝ) (v : n → ℝ), 1 < μ ∧ v ≠ 0 ∧ errorMatrix ω K b *ᵥ v = μ • v := by
  intro b hb
  have hpos : 0 < x ⬝ᵥ x := lt_of_le_of_ne
    (Finset.sum_nonneg fun i _ => mul_self_nonneg (x i))
    fun h => hx (dotProduct_self_eq_zero.mp h.symm)
  apply growing_mode_of_negative_curvature hω hK hb (x := x)
  rw [hlx, dotProduct_smul, smul_eq_mul]
  exact mul_neg_of_neg_of_pos hl hpos
```

The converse rewrites the curvature as $(1-\mu)$ times a positive weighted sum, and does not need $K$ to be symmetric.

```lean
/-- Conversely, for positive gaps and `b ≥ 0`, every eigenvector of the error matrix with
eigenvalue above 1 is a direction of negative curvature of `Ω + K`. -/
theorem negative_curvature_of_growing_mode (hω : ∀ i, 0 < ω i) (hb : 0 ≤ b)
    {μ : ℝ} {v : n → ℝ} (hμ : 1 < μ) (hv : v ≠ 0) (h : errorMatrix ω K b *ᵥ v = μ • v) :
    v ⬝ᵥ hessian ω K *ᵥ v < 0 := by
  have hp : ∀ i, 0 < ω i + b := fun i => by linarith [hω i]
  obtain ⟨i, hi⟩ := Function.ne_iff.mp hv
  have hsum : 0 < ∑ j, (ω j + b) * v j ^ 2 :=
    Finset.sum_pos' (fun j _ => mul_nonneg (hp j).le (sq_nonneg _))
      ⟨i, Finset.mem_univ i, mul_pos (hp i) (sq_pos_of_ne_zero hi)⟩
  have e : v ⬝ᵥ hessian ω K *ᵥ v = (1 - μ) * ∑ j, (ω j + b) * v j ^ 2 := by
    rw [dotProduct, Finset.mul_sum]
    refine Finset.sum_congr rfl fun j _ => ?_
    rw [(eigen_iff hω hb μ v).1 h j]
    ring
  rw [e]
  exact mul_neg_of_neg_of_pos (by linarith) hsum
```

## Escape of small errors

The norm on `n → ℝ` is the largest absolute component. The theorem provides a suitable error below any given size `ε`; it does not say that every error grows. Induction in `hpow` gives $M_b^kv=\mu^kv$, and the divergence of $\mu^k$ finishes the argument.

```lean
/-- With positive gaps, symmetric `K`, `b ≥ 0` and a direction of negative curvature of
`Ω + K`, there are arbitrarily small initial errors whose iterates grow without bound. -/
theorem small_errors_escape (hω : ∀ i, 0 < ω i) (hK : K.IsSymm) (hb : 0 ≤ b)
    {x : n → ℝ} (hx : x ⬝ᵥ hessian ω K *ᵥ x < 0) {ε : ℝ} (hε : 0 < ε) :
    ∃ w : n → ℝ, ‖w‖ < ε ∧
      Tendsto (fun k : ℕ => ‖(errorMatrix ω K b ^ k) *ᵥ w‖) atTop atTop := by
  obtain ⟨μ, v, hμ, hv, h⟩ := growing_mode_of_negative_curvature hω hK hb hx
  have hv' : 0 < ‖v‖ := norm_pos_iff.mpr hv
  have hn : ‖(ε / 2 / ‖v‖) • v‖ = ε / 2 := by
    rw [norm_smul, Real.norm_of_nonneg (by positivity), div_mul_cancel₀ _ hv'.ne']
  -- the growing mode is multiplied by `μ` at each step
  have hpow : ∀ k : ℕ, (errorMatrix ω K b ^ k) *ᵥ v = μ ^ k • v := by
    intro k
    induction k with
    | zero => simp
    | succ k ih => rw [pow_succ', ← mulVec_mulVec, ih, mulVec_smul, h, smul_smul, pow_succ]
  refine ⟨(ε / 2 / ‖v‖) • v, by rw [hn]; linarith, ?_⟩
  have e : ∀ k : ℕ, ‖(errorMatrix ω K b ^ k) *ᵥ ((ε / 2 / ‖v‖) • v)‖ = μ ^ k * (ε / 2) := by
    intro k
    rw [mulVec_smul, hpow, smul_comm, norm_smul, hn, Real.norm_of_nonneg (by positivity)]
  simp only [e]
  exact (tendsto_pow_atTop_atTop_of_one_lt hμ).atTop_mul_const (by linarith)
```

## Shifts that vary from step to step

The hypothesis `hstab` states the semidefiniteness of $\Omega+2b-K$ through its quadratic form. It is assumed, and it requires the shift to be large enough to prevent an energy-raising overshoot. The proof introduces the step `s`, rewrites the matrix in `hstab` through `e`, and expands the energy as above.

```lean
/-- For positive gaps, symmetric `K`, `b ≥ 0` and `Ω + 2b - K` positive semidefinite, a
level-shifted step never raises the quadratic energy `x · (Ω + K) x`. -/
theorem energy_step_le (hω : ∀ i, 0 < ω i) (hK : K.IsSymm) (hb : 0 ≤ b)
    (hstab : ∀ s : n → ℝ, 0 ≤ s ⬝ᵥ ((diagonal fun i => ω i + 2 * b) - K) *ᵥ s) (x : n → ℝ) :
    (errorMatrix ω K b *ᵥ x) ⬝ᵥ hessian ω K *ᵥ (errorMatrix ω K b *ᵥ x)
      ≤ x ⬝ᵥ hessian ω K *ᵥ x := by
  have hH : (hessian ω K).IsSymm := (isSymm_diagonal ω).add hK
  -- `s` is the step taken: `(Ω + b) s = (Ω + K) x`
  obtain ⟨s, hs, hM⟩ : ∃ s : n → ℝ, (∀ i, (hessian ω K *ᵥ x) i = (ω i + b) * s i) ∧
      errorMatrix ω K b *ᵥ x = x - s :=
    ⟨fun i => (hessian ω K *ᵥ x) i / (ω i + b),
      fun i => (mul_div_cancel₀ _ (by linarith [hω i] : 0 < ω i + b).ne').symm,
      funext fun i => errorMatrix_mulVec hω hb x i⟩
  have hsym : x ⬝ᵥ hessian ω K *ᵥ s = s ⬝ᵥ hessian ω K *ᵥ x := by
    rw [dotProduct_mulVec, ← mulVec_transpose, hH.eq, dotProduct_comm]
  have e : ((diagonal fun i => ω i + 2 * b) - K) *ᵥ s
      = (2 : ℝ) • (hessian ω K *ᵥ x) - hessian ω K *ᵥ s := by
    funext i
    have h := hs i
    simp only [hessian, sub_mulVec, add_mulVec, Pi.sub_apply, Pi.add_apply, Pi.smul_apply,
      mulVec_diagonal, smul_eq_mul] at h ⊢
    linear_combination -2 * h
  have h := hstab s
  rw [e, dotProduct_sub, dotProduct_smul, smul_eq_mul] at h
  rw [hM, mulVec_sub, sub_dotProduct, dotProduct_sub, dotProduct_sub]
  linarith
```

For a sequence of shifts, `hmono` carries the energy bound along by induction, and `hlim` passes to the limit. The conclusion excludes convergence to the saddle; it does not assert divergence or convergence to another point.

```lean
/-- Let the gaps be positive, `K` symmetric, and let the shift `b k ≥ 0` vary from step to step
with `Ω + 2 b k - K` positive semidefinite. An error that starts with negative quadratic energy
does not converge to zero. -/
theorem varying_shifts_miss_saddle (hω : ∀ i, 0 < ω i) (hK : K.IsSymm) {b : ℕ → ℝ}
    (hb : ∀ k, 0 ≤ b k)
    (hstab : ∀ k, ∀ s : n → ℝ, 0 ≤ s ⬝ᵥ ((diagonal fun i => ω i + 2 * b k) - K) *ᵥ s)
    {x : ℕ → n → ℝ} (hx : ∀ k, x (k + 1) = errorMatrix ω K (b k) *ᵥ x k)
    (h0 : x 0 ⬝ᵥ hessian ω K *ᵥ x 0 < 0) : ¬ Tendsto x atTop (𝓝 0) := by
  intro ht
  have hmono : ∀ k, x k ⬝ᵥ hessian ω K *ᵥ x k ≤ x 0 ⬝ᵥ hessian ω K *ᵥ x 0 := by
    intro k
    induction k with
    | zero => exact le_rfl
    | succ k ih =>
      rw [hx k]
      exact (energy_step_le hω hK (hb k) (hstab k) (x k)).trans ih
  have hc : Continuous fun y : n → ℝ => y ⬝ᵥ hessian ω K *ᵥ y := by
    simp only [dotProduct, mulVec]
    fun_prop
  -- at the saddle the energy is zero, above the starting energy
  have hlim := le_of_tendsto' ((hc.tendsto 0).comp ht) hmono
  rw [zero_dotProduct] at hlim
  linarith
```

## Two coupled rotations

With unit gaps and coupling 2,

$$H=\begin{pmatrix}1&2\\2&1\end{pmatrix},\qquad H\begin{pmatrix}1\\-1\end{pmatrix}=-\begin{pmatrix}1\\-1\end{pmatrix}.$$

The normalised mode $(1,-1)/\sqrt2$ has curvature $-1$. Each step multiplies it by $1+1/(1+b)$, which approaches 1 for large $b$ but stays above it: in this example a larger shift slows the escape without stopping it. The proof checks the generalized eigenvalue equation in both components.

```lean
/-- Two orbital rotations with unit gaps and coupling 2: for every `b ≥ 0` the antisymmetric
error is multiplied by `1 + 1 / (1 + b)` at each step. -/
theorem two_rotation_growth {b : ℝ} (hb : 0 ≤ b) :
    errorMatrix (fun _ : Fin 2 => (1 : ℝ)) !![0, 2; 2, 0] b *ᵥ ![1, -1]
      = (1 + 1 / (1 + b)) • ![1, -1] := by
  refine (eigen_iff (fun _ => one_pos) hb _ _).2 fun i => ?_
  have h1 : 1 / (1 + b) * (1 + b) = 1 := div_mul_cancel₀ 1 (by linarith : 0 < 1 + b).ne'
  have h : (1 - (1 + 1 / (1 + b))) * (1 + b) = -1 := by linear_combination -h1
  show _ = (1 - (1 + 1 / (1 + b))) * (1 + b) * _
  rw [h]
  fin_cases i <;>
    norm_num [hessian, mulVec, dotProduct, Fin.sum_univ_two, diagonal_apply]

end

end LevelShiftSaddle
```

```lean
#print axioms LevelShiftSaddle.no_shift_stabilizes_saddle
#print axioms LevelShiftSaddle.small_errors_escape
#print axioms LevelShiftSaddle.varying_shifts_miss_saddle
#print axioms LevelShiftSaddle.two_rotation_growth
```

```
'LevelShiftSaddle.no_shift_stabilizes_saddle' depends on axioms: [propext, Classical.choice, Quot.sound]
'LevelShiftSaddle.small_errors_escape' depends on axioms: [propext, Classical.choice, Quot.sound]
'LevelShiftSaddle.varying_shifts_miss_saddle' depends on axioms: [propext, Classical.choice, Quot.sound]
'LevelShiftSaddle.two_rotation_growth' depends on axioms: [propext, Classical.choice, Quot.sound]
```
